# A bound on turning-height corrugation that decays exponentially with height, for a two-exponential surface density

Let \(x\) be the position along a surface and \(z\) the height above a reference plane \(z=0\), and take the electron density to be \(n(x,z)=Ae^{-k_0z}+M(x)e^{-k_1z}\) with \(M(x)=B\cos(Gx)\), \(0<k_0<k_1\) and \(k_1|B|<k_0A\). A helium atom is taken to turn at a height \(z>0\) where \(n(x,z)=c\), for a fixed density \(0<c<A-|B|\).

In Lean 4 with Mathlib:

```lean
import Mathlib

open Real Set

namespace HeliumCorrugation

noncomputable section

/-- A corrugated surface density: a mean part of amplitude `A` and decay rate `k0`, and a lateral
modulation of amplitude `B`, wave number `G` and faster decay rate `k1`. -/
structure Surface where
  (A B k0 k1 G : ℝ)
  k0_pos : 0 < k0
  k0_lt : k0 < k1
  weak : k1 * |B| < k0 * A

namespace Surface

variable (S : Surface)

/-- The lateral modulation `B cos (G x)`. -/
def modulation (x : ℝ) : ℝ := S.B * Real.cos (S.G * x)

/-- The electron density at lateral position `x` and height `z`. -/
def density (x z : ℝ) : ℝ :=
  S.A * Real.exp (-(S.k0 * z)) + S.modulation x * Real.exp (-(S.k1 * z))

/-- The atom turns at height `z > 0` above `x` when the density there equals `c`. -/
def IsTurningHeight (c x z : ℝ) : Prop := 0 < z ∧ S.density x z = c

/-- The height at which the mean density alone equals `c`. -/
def flatHeight (c : ℝ) : ℝ := Real.log (S.A / c) / S.k0

/-- The height `zm` at which a density `(A - |B|) exp (-k0 z)` equals `c`. -/
def minHeight (c : ℝ) : ℝ := Real.log ((S.A - |S.B|) / c) / S.k0

/-- The modulation amplitude is smaller than the mean amplitude. -/
theorem abs_B_lt_A : |S.B| < S.A := by
  have h := mul_le_mul_of_nonneg_right S.k0_lt.le (abs_nonneg S.B)
  exact lt_of_mul_lt_mul_left (h.trans_lt S.weak) S.k0_pos.le

lemma A_pos : 0 < S.A := (abs_nonneg _).trans_lt S.abs_B_lt_A

lemma abs_modulation_le (x : ℝ) : |S.modulation x| ≤ |S.B| := by
  unfold modulation
  rw [abs_mul]
  exact mul_le_of_le_one_right (abs_nonneg _) (Real.abs_cos_le_one _)

lemma exp_k1_le {z : ℝ} (hz : 0 ≤ z) :
    Real.exp (-(S.k1 * z)) ≤ Real.exp (-(S.k0 * z)) :=
  Real.exp_le_exp.2 (neg_le_neg (mul_le_mul_of_nonneg_right S.k0_lt.le hz))

/-- Outside the surface the density lies between two laterally uniform exponentials. -/
theorem density_envelope (x : ℝ) {z : ℝ} (hz : 0 ≤ z) :
    (S.A - |S.B|) * Real.exp (-(S.k0 * z)) ≤ S.density x z ∧
      S.density x z ≤ (S.A + |S.B|) * Real.exp (-(S.k0 * z)) := by
  obtain ⟨h1, h2⟩ := abs_le.1 (S.abs_modulation_le x)
  have he := (Real.exp_pos (-(S.k1 * z))).le
  have h3 := mul_nonneg (abs_nonneg S.B) (sub_nonneg.2 (S.exp_k1_le hz))
  have h4 := mul_nonneg (by linarith : 0 ≤ S.modulation x + |S.B|) he
  have h5 := mul_nonneg (by linarith : 0 ≤ |S.B| - S.modulation x) he
  unfold density
  constructor <;> nlinarith [h3, h4, h5]

lemma hasDerivAt_density (x z : ℝ) : HasDerivAt (S.density x)
    (-(S.k0 * S.A * Real.exp (-(S.k0 * z))
      + S.k1 * S.modulation x * Real.exp (-(S.k1 * z)))) z := by
  have h (k : ℝ) : HasDerivAt (fun y : ℝ => Real.exp (-(k * y)))
      (Real.exp (-(k * z)) * (-(k * 1))) z :=
    ((hasDerivAt_id' z).const_mul k).fun_neg.exp
  have hs := ((h S.k0).const_mul S.A).fun_add ((h S.k1).const_mul (S.modulation x))
  exact hs.congr_deriv (by ring)

/-- Above every lateral position the density falls strictly with height. -/
theorem density_strictAntiOn (x : ℝ) : StrictAntiOn (S.density x) (Ici 0) := by
  apply strictAntiOn_of_deriv_neg (convex_Ici 0)
  · exact fun z _ => (S.hasDerivAt_density x z).continuousAt.continuousWithinAt
  · intro z hz
    rw [interior_Ici] at hz
    have hz0 : 0 ≤ z := le_of_lt hz
    rw [(S.hasDerivAt_density x z).deriv]
    have hk1 : 0 ≤ S.k1 := (S.k0_pos.trans S.k0_lt).le
    have h0 := (abs_le.1 (S.abs_modulation_le x)).1
    -- the slope of the mean density dominates that of the modulation
    have h1 := mul_le_mul_of_nonneg_left (S.exp_k1_le hz0) (mul_nonneg hk1 (abs_nonneg S.B))
    have h2 := mul_lt_mul_of_pos_right S.weak (Real.exp_pos (-(S.k0 * z)))
    have h3 := mul_nonneg (by linarith : 0 ≤ S.modulation x + |S.B|)
      (mul_nonneg hk1 (Real.exp_pos (-(S.k1 * z))).le)
    nlinarith [h1, h2, h3]

/-- For `0 < c < A - |B|` there is exactly one turning height above each lateral position. -/
theorem existsUnique_turningHeight {c : ℝ} (hc : 0 < c) (hcA : c < S.A - |S.B|) (x : ℝ) :
    ∃! z, S.IsTurningHeight c x z := by
  have hk := S.k0_pos
  have hB := abs_nonneg S.B
  have ha : 0 < S.A + |S.B| := by linarith
  have h0 := (S.density_envelope x le_rfl).1
  rw [mul_zero, neg_zero, Real.exp_zero, mul_one] at h0
  -- a height at which the density has fallen to `c` or below
  obtain ⟨Z, hZdef⟩ : ∃ Z, Z = Real.log ((S.A + |S.B|) / c) / S.k0 := ⟨_, rfl⟩
  have hZ : 0 ≤ Z := by
    rw [hZdef]
    exact div_nonneg (Real.log_nonneg ((one_le_div hc).2 (by linarith))) hk.le
  have hkZ : S.k0 * Z = Real.log ((S.A + |S.B|) / c) := by
    rw [hZdef]
    exact mul_div_cancel₀ _ hk.ne'
  have h1 := (S.density_envelope x hZ).2
  rw [hkZ, Real.exp_neg, Real.exp_log (div_pos ha hc), inv_div,
    mul_div_cancel₀ _ ha.ne'] at h1
  have hcont : ContinuousOn (S.density x) (Icc 0 Z) :=
    fun z _ => (S.hasDerivAt_density x z).continuousAt.continuousWithinAt
  obtain ⟨z, hz, hzc⟩ := intermediate_value_Icc' hZ hcont ⟨h1, by linarith⟩
  have hz0 : z ≠ 0 := by
    rintro rfl
    linarith
  refine ⟨z, ⟨lt_of_le_of_ne hz.1 hz0.symm, hzc⟩, ?_⟩
  rintro w ⟨hw, hwc⟩
  exact (S.density_strictAntiOn x).injOn (mem_Ici.2 hw.le) (mem_Ici.2 hz.1) (hwc.trans hzc.symm)

/-- No turning height lies below `zm`. -/
theorem minHeight_le {c x z : ℝ} (hc : 0 < c) (hcA : c < S.A - |S.B|)
    (h : S.IsTurningHeight c x z) : S.minHeight c ≤ z := by
  have h1 := (S.density_envelope x h.1.le).1
  rw [h.2] at h1
  have he : Real.exp (-(S.k0 * z)) * Real.exp (z * S.k0) = 1 := by
    rw [← Real.exp_add, show -(S.k0 * z) + z * S.k0 = 0 by ring, Real.exp_zero]
  unfold minHeight
  rw [div_le_iff₀ S.k0_pos, Real.log_le_iff_le_exp (div_pos (hc.trans hcA) hc), div_le_iff₀ hc]
  have h2 := mul_le_mul_of_nonneg_right h1 (Real.exp_pos (z * S.k0)).le
  rw [mul_assoc, he, mul_one] at h2
  linarith

/-- Exact relation between the turning height and the flat-surface height. -/
theorem turningHeight_sub_flatHeight {c x z : ℝ} (hc : 0 < c) (h : S.IsTurningHeight c x z) :
    z - S.flatHeight c =
      Real.log (1 + S.modulation x / S.A * Real.exp (-((S.k1 - S.k0) * z))) / S.k0 := by
  have hA := S.A_pos
  have hexp : Real.exp (-(S.k1 * z)) =
      Real.exp (-(S.k0 * z)) * Real.exp (-((S.k1 - S.k0) * z)) := by
    rw [← Real.exp_add]
    congr 1
    ring
  have hd : S.modulation x / S.A * S.A = S.modulation x := div_mul_cancel₀ _ hA.ne'
  -- pull the mean density out of the turning condition
  have hfac : S.A * Real.exp (-(S.k0 * z)) *
      (1 + S.modulation x / S.A * Real.exp (-((S.k1 - S.k0) * z))) = c := by
    rw [← h.2]
    unfold density
    rw [hexp]
    linear_combination Real.exp (-(S.k0 * z)) * Real.exp (-((S.k1 - S.k0) * z)) * hd
  have hp : 0 < S.A * Real.exp (-(S.k0 * z)) := mul_pos hA (Real.exp_pos _)
  have hq := (mul_pos_iff_of_pos_left hp).1 (by rw [hfac]; exact hc)
  have hlog := congrArg Real.log hfac
  rw [Real.log_mul hp.ne' hq.ne', Real.log_mul hA.ne' (Real.exp_pos _).ne', Real.log_exp] at hlog
  unfold flatHeight
  rw [Real.log_div hA.ne' hc.ne', eq_div_iff S.k0_pos.ne', sub_mul,
    div_mul_cancel₀ _ S.k0_pos.ne']
  linarith

lemma abs_log_le {e t : ℝ} (he : |e| ≤ t) (ht : t < 1) :
    |Real.log (1 + e)| ≤ -Real.log (1 - t) := by
  obtain ⟨h1, h2⟩ := abs_le.1 he
  have hp : 0 < 1 - t := by linarith
  refine abs_le.2 ⟨?_, ?_⟩
  · rw [neg_neg]
    exact Real.log_le_log hp (by linarith)
  · rw [← Real.log_inv]
    refine Real.log_le_log (by linarith) ?_
    rw [← one_div, le_div_iff₀ hp]
    nlinarith [mul_nonneg (sub_nonneg.2 h2) hp.le, sq_nonneg t]

lemma damping_le_one {c : ℝ} (hc : 0 < c) (hcA : c < S.A - |S.B|) :
    Real.exp (-((S.k1 - S.k0) * S.minHeight c)) ≤ 1 := by
  have hm : 0 ≤ S.minHeight c :=
    div_nonneg (Real.log_nonneg ((one_le_div hc).2 hcA.le)) S.k0_pos.le
  exact Real.exp_le_one_iff.2 (neg_nonpos.2 (mul_nonneg (sub_nonneg.2 S.k0_lt.le) hm))

/-- Each lateral position has a unique turning height, and its distance from the flat-surface
height is bounded through the modulation damped by `exp (-(k1 - k0) zm)`. -/
theorem corrugation_exponentially_weak {c : ℝ} (hc : 0 < c) (hcA : c < S.A - |S.B|) (x : ℝ) :
    (∃! z, S.IsTurningHeight c x z) ∧ ∀ z, S.IsTurningHeight c x z →
      |z - S.flatHeight c| ≤
        -Real.log (1 - |S.B| / S.A * Real.exp (-((S.k1 - S.k0) * S.minHeight c))) / S.k0 := by
  refine ⟨S.existsUnique_turningHeight hc hcA x, fun z h => ?_⟩
  have hA := S.A_pos
  have hBA : 0 ≤ |S.B| / S.A := div_nonneg (abs_nonneg _) hA.le
  rw [S.turningHeight_sub_flatHeight hc h, abs_div, abs_of_pos S.k0_pos]
  refine (div_le_div_iff_of_pos_right S.k0_pos).2 (abs_log_le ?_ ?_)
  · -- the modulation is damped at least as much as at `zm`
    rw [abs_mul, abs_div, abs_of_pos hA, abs_of_pos (Real.exp_pos _)]
    exact mul_le_mul ((div_le_div_iff_of_pos_right hA).2 (S.abs_modulation_le x))
      (Real.exp_le_exp.2 (neg_le_neg (mul_le_mul_of_nonneg_left (S.minHeight_le hc hcA h)
        (sub_nonneg.2 S.k0_lt.le)))) (Real.exp_pos _).le hBA
  · exact (mul_le_of_le_one_right hBA (S.damping_le_one hc hcA)).trans_lt
      ((div_lt_one hA).2 S.abs_B_lt_A)

/-- The atom turns farther out where the lateral modulation of the density is larger. -/
theorem turningHeight_lt {c x y z w : ℝ} (hz : S.IsTurningHeight c x z)
    (hw : S.IsTurningHeight c y w) (h : S.modulation x < S.modulation y) : z < w := by
  by_contra hn
  have h1 := (S.density_strictAntiOn y).antitoneOn (mem_Ici.2 hw.1.le) (mem_Ici.2 hz.1.le)
    (not_lt.1 hn)
  have h2 := mul_lt_mul_of_pos_right h (Real.exp_pos (-(S.k1 * z)))
  have h3 := hz.2
  rw [hw.2] at h1
  unfold density at h1 h3
  linarith

lemma neg_log_le {a b q : ℝ} (hb : 0 ≤ b) (hab : b < a) (hq0 : 0 ≤ q) (hq : q ≤ 1) :
    -Real.log (1 - b / a * q) ≤ b / (a - b) * q := by
  have ha : 0 < a := hb.trans_lt hab
  have hd : 0 < a - b := sub_pos.2 hab
  have hle : (a - b) / a ≤ 1 - b / a * q := by
    rw [sub_div, div_self ha.ne']
    linarith [mul_le_of_le_one_right (div_nonneg hb ha.le) hq]
  have hp : 0 < 1 - b / a * q := (div_pos hd ha).trans_le hle
  have hs : b / (a - b) * q * ((a - b) / a) = b / a * q := by
    have hne := hd.ne'
    field_simp
  have hk := mul_le_mul_of_nonneg_left hle (mul_nonneg (div_nonneg hb hd.le) hq0)
  rw [hs] at hk
  have hinv : (1 - b / a * q)⁻¹ ≤ 1 + b / (a - b) * q := by
    rw [← one_div, div_le_iff₀ hp, add_mul, one_mul]
    linarith
  have hlog := Real.log_le_sub_one_of_pos (inv_pos.2 hp)
  rw [Real.log_inv] at hlog
  linarith

/-- The difference of turning heights between any two lateral positions is at most a factor
independent of `c` times the power `(k1 - k0) / k0` of the turning density `c`. -/
theorem corrugation_power_law {c x y z w : ℝ} (hc : 0 < c) (hcA : c < S.A - |S.B|)
    (hz : S.IsTurningHeight c x z) (hw : S.IsTurningHeight c y w) :
    |z - w| ≤ 2 * (|S.B| / (S.A - |S.B|) *
      (c / (S.A - |S.B|)) ^ ((S.k1 - S.k0) / S.k0) / S.k0) := by
  have ha : 0 < S.A - |S.B| := hc.trans hcA
  -- the exponential damping at `zm` is a power of `c / (A - |B|)`
  have hpow : (c / (S.A - |S.B|)) ^ ((S.k1 - S.k0) / S.k0) =
      Real.exp (-((S.k1 - S.k0) * S.minHeight c)) := by
    rw [Real.rpow_def_of_pos (div_pos hc ha), ← inv_div (S.A - |S.B|) c, Real.log_inv]
    unfold minHeight
    congr 1
    ring
  rw [hpow]
  have hb := (div_le_div_iff_of_pos_right S.k0_pos).2 (neg_log_le (abs_nonneg S.B) S.abs_B_lt_A
    (Real.exp_pos (-((S.k1 - S.k0) * S.minHeight c))).le (S.damping_le_one hc hcA))
  have h1 := abs_le.1 (((S.corrugation_exponentially_weak hc hcA x).2 z hz).trans hb)
  have h2 := abs_le.1 (((S.corrugation_exponentially_weak hc hcA y).2 w hw).trans hb)
  exact abs_le.2 ⟨by linarith [h1.1, h2.2], by linarith [h1.2, h2.1]⟩

end Surface

end

end HeliumCorrugation
```

```lean
#print axioms HeliumCorrugation.Surface.corrugation_exponentially_weak
#print axioms HeliumCorrugation.Surface.turningHeight_lt
#print axioms HeliumCorrugation.Surface.corrugation_power_law
```

```
'HeliumCorrugation.Surface.corrugation_exponentially_weak' depends on axioms: [propext, Classical.choice, Quot.sound]
'HeliumCorrugation.Surface.turningHeight_lt' depends on axioms: [propext, Classical.choice, Quot.sound]
'HeliumCorrugation.Surface.corrugation_power_law' depends on axioms: [propext, Classical.choice, Quot.sound]
```

## Density contours as turning points

`Surface` holds the five real parameters and their three inequalities; `modulation` is \(M\) and `density` is \(n\). The mean density alone reaches \(c\) at `flatHeight`, \(z_f=\ln(A/c)/k_0\), and `minHeight` is \(z_m=\ln((A-|B|)/c)/k_0\).

The theorem `corrugation_exponentially_weak` says that each \(x\) has exactly one turning height, and that it satisfies

\[
|z-z_f|\le-\frac1{k_0}\ln\!\left(1-\frac{|B|}{A}e^{-(k_1-k_0)z_m}\right).
\]

The turning condition is assumed. It stands for a repulsion proportional to the local electron density, so that \(c\) is set by the incident atom's kinetic energy normal to the surface. The condition \(k_0<k_1\) makes the lateral structure fade faster into the vacuum than the mean density, and \(k_1|B|<k_0A\) keeps the density falling with height even where the modulation is most negative.

For this static density with a single lateral harmonic, the result limits the corrugation amplitude of a hard-wall model of helium diffraction whose wall is taken to be the contour \(n=c\). Attraction, atomic motion and diffraction intensities are not treated.

## One crossing above each point

Since \(k_0|B|\le k_1|B|<k_0A\), we have \(|B|<A\). For \(z\ge0\), \(e^{-k_1z}\le e^{-k_0z}\) and \(|M(x)|\le|B|\) give `density_envelope`:

\[
(A-|B|)e^{-k_0z}\le n(x,z)\le(A+|B|)e^{-k_0z}.
\]

The same two estimates control the slope:

\[
-\partial_zn=k_0Ae^{-k_0z}+k_1M(x)e^{-k_1z}\ge(k_0A-k_1|B|)e^{-k_0z}>0.
\]

At \(z=0\) the density is at least \(A-|B|>c\). At \(Z=\ln((A+|B|)/c)/k_0\) the upper envelope equals \(c\), so \(n(x,Z)\le c\). The intermediate value theorem, `intermediate_value_Icc'`, supplies a crossing in \([0,Z]\). It is not at \(z=0\), and strict decrease makes it unique.

## Strict decrease as a Mathlib statement

The proof turns on `StrictAntiOn (S.density x) (Ici 0)`: the density is strictly decreasing on the closed half-line \(z\ge0\). Mathlib's `strictAntiOn_of_deriv_neg` derives this from convexity of the set, continuity on it and a negative derivative in its interior, here \(z>0\).

The statement is used in two ways. Its consequence `injOn` says that two heights with equal density coincide, which is uniqueness. Its consequence `antitoneOn` gives the ordering in `turningHeight_lt`. Suppose \(M(x)<M(y)\), with turning heights \(z\) above \(x\) and \(w\) above \(y\). If \(w\le z\), then \(n(y,z)\le n(y,w)=c\), whereas \(n(y,z)>n(x,z)=c\). Hence \(z<w\): the atom turns farther out where the modulation is larger.

## From damping to a height bound

At a turning height the lower envelope gives \(c\ge(A-|B|)e^{-k_0z}\), hence \(z\ge z_m>0\) (`minHeight_le`). Factoring out the mean density gives

\[
c=Ae^{-k_0z}(1+\varepsilon),\qquad
\varepsilon=\frac{M(x)}A e^{-(k_1-k_0)z}.
\]

Both \(c\) and \(Ae^{-k_0z}\) are positive, so \(1+\varepsilon>0\), and taking logarithms yields `turningHeight_sub_flatHeight`:

\[
z-z_f=\frac{\ln(1+\varepsilon)}{k_0}.
\]

Write \(q=e^{-(k_1-k_0)z_m}\) and \(t=|B|q/A\). Because \(z\ge z_m\), \(|\varepsilon|\le t<1\). Then \(\ln(1+\varepsilon)\ge\ln(1-t)\), while \((1+\varepsilon)(1-t)\le1-t^2\le1\) gives \(\ln(1+\varepsilon)\le-\ln(1-t)\). This is `abs_log_le`, and division by \(k_0\) gives the bound.

For the power law, \(\ln u\le u-1\) with \(u=1/(1-t)\), together with \(1-t\ge(A-|B|)/A\), gives `neg_log_le`:

\[
-\ln(1-t)\le\frac t{1-t}\le\frac{|B|}{A-|B|}\,q.
\]

Inserting \(z_m\) turns \(q\) into \((c/(A-|B|))^{(k_1-k_0)/k_0}\). Comparing the turning heights \(z\) and \(w\) above any two positions with \(z_f\) then gives `corrugation_power_law`:

\[
|z-w|\le\frac{2|B|}{k_0(A-|B|)}
\left(\frac c{A-|B|}\right)^{(k_1-k_0)/k_0}.
\]

When \(B\ne0\), a smaller \(c\), meaning a slower approach along the normal, therefore tightens the limit on the corrugation.
